# The inverse squares of the positive even integers sum to π²/24

The lemma `basel_even` says that the real series with terms 1/(2(k+1))², for k = 0, 1, 2, …, converges to π²/24. This is a purely mathematical statement, with no physical system or model assumption in it. The attempt starts from the Basel sum, in which the terms 1/(k+1)² add up to π²/6, and multiplies it by 1/4. It then uses `convert` to match the result to the claim, expecting to be left with one equation between the terms and one between the values.

As first written in Lean, the proof fails:

```lean
import Mathlib

open MeasureTheory Set
open scoped Real

namespace SommerfeldConstant

noncomputable section

/-- A convergent real series may have its terms and its value replaced by equal ones. -/
theorem hasSum_of_eq {f g : ℕ → ℝ} {a b : ℝ} (h : HasSum f a) (hf : ∀ n, g n = f n)
    (hb : b = a) : HasSum g b := by
  rw [hb, funext hf]
  exact h

/-- The Basel sum, with the terms numbered from zero. -/
theorem basel : HasSum (fun n : ℕ => 1 / ((n : ℝ) + 1) ^ 2) (π ^ 2 / 6) := by
  have h := (hasSum_nat_add_iff' 1).mpr hasSum_zeta_two
  simpa using h

/-- The inverse squares of the positive even numbers sum to `π²/24`. -/
theorem basel_even :
    HasSum (fun k : ℕ => 1 / (2 * ((k : ℝ) + 1)) ^ 2) (π ^ 2 / 24) := by
  convert basel.mul_left (1 / 4) using 1
  · funext k
    rw [mul_pow]
    field_simp
    norm_num
  · ring

end

end SommerfeldConstant
```

Messages:

```
Main.lean:25:4: error: Tactic `apply` failed: could not unify the conclusion of `@funext`
  ?f = ?g
with the goal
  Real.instAddCommMonoid =
    CommRing.toNonUnitalCommRing.toNonUnitalNonAssocCommRing.toNonUnitalNonAssocSemiring.toAddCommMonoid

Note: The full type of `@funext` is
  ∀ {α : Sort ?u.55} {β : α → Sort ?u.54} {f g : (x : α) → β x}, (∀ (x : α), f x = g x) → f = g

case e'_3
⊢ Real.instAddCommMonoid =
    CommRing.toNonUnitalCommRing.toNonUnitalNonAssocCommRing.toNonUnitalNonAssocSemiring.toAddCommMonoid
Try this:
  [apply] ring_nf
  
  The `ring` tactic failed to close the goal. Use `ring_nf` to obtain a normal form.
    
  Note that `ring` works primarily in *commutative* rings. If you have a noncommutative ring, abelian group or module, consider using `noncomm_ring`, `abel` or `module` instead.
Main.lean:29:2: error: unsolved goals
case e'_5
⊢ (fun k => (4 + ↑k * 8 + ↑k ^ 2 * 4)⁻¹) = fun i => (1 + ↑i * 2 + ↑i ^ 2)⁻¹ * (1 / 4)
Main.lean:23:70: error: unsolved goals
case e'_6
⊢ π ^ 2 / 24 = 1 / 4 * (π ^ 2 / 6)
```

Diagnosis. `convert … using 1` left three goals, not two. The extra one, which came first, asks that two descriptions of addition on the reals be equal: `Real.instAddCommMonoid` and the one reached through `CommRing`. The two bullets therefore landed on the wrong goals.

`funext k` met the instance equation, which is not between functions, and failed. `ring` met the equation between the terms and could not close it, because it does not take the factor 4 out of the inverse of a sum. The equation between the values, meant for `ring`, was left with no proof.

The repair applies `hasSum_of_eq`, which asks only for equal terms and equal values. Lean accepts the two instances as the same by unfolding them, so no instance goal appears. `by ring` now proves the value equation. For the terms, `mul_pow` splits the square, `div_mul_div_comm` merges the product of fractions into one, and `norm_num` finishes the arithmetic. The old `field_simp` steps never ran, so the messages do not show whether they would have worked.

Fix (accepted with no message):

```diff
@@ -22,10 +22,7 @@
 theorem basel_even :
     HasSum (fun k : ℕ => 1 / (2 * ((k : ℝ) + 1)) ^ 2) (π ^ 2 / 24) := by
-  convert basel.mul_left (1 / 4) using 1
-  · funext k
-    rw [mul_pow]
-    field_simp
-    norm_num
-  · ring
+  refine hasSum_of_eq (basel.mul_left (1 / 4)) (fun k => ?_) (by ring)
+  rw [mul_pow, div_mul_div_comm]
+  norm_num
 
 end
```
